# Moving the subtraction point of an absolutely convergent dispersion integral with n+1 subtractions adds a polynomial of degree at most n

The scalar function $\Pi(q^2)$ of the one-loop vacuum polarization of QED, defined with the tensor factor $q^2g^{\mu\nu}-q^\mu q^\nu$ taken out, has a spectral density that tends to a nonzero constant at high energy, so its plain dispersion integral diverges logarithmically. One subtraction makes the integral converge, but it requires a point $a$ at which the subtracted integral is set to zero. Two calculations that choose different real points below threshold get different numbers from the same positive spectrum. The question is what form this difference can take.

Let $s_0>0$ be the threshold, $\rho(s)$ a complex spectral density, and $n\ge 0$ an integer. The variable $z$ is the squared momentum in the example above. With $n+1$ subtractions at $a$, define

$$D_a(z)=(z-a)^{n+1}\int_{s_0}^{\infty}\frac{\rho(s)}{(s-a)^{n+1}(s-z)}\,ds .$$

If $\rho(s)/s^{n+2}$ is integrable above $s_0$, then for all $a,b,z$ in the complex plane off the cut $[s_0,\infty)$

$$D_a(z)-D_b(z)=(b-a)\sum_{i=0}^{n}(z-a)^i(z-b)^{n-i}\int_{s_0}^{\infty}\frac{\rho(s)\,ds}{(s-a)^{i+1}(s-b)^{n-i+1}} .$$

The right side is a polynomial in $z$ of degree at most $n$. For one subtraction, $n=0$, it is the constant $(b-a)\int_{s_0}^\infty \rho(s)/((s-a)(s-b))\,ds$.

## Changing the subtraction point in a code

A code that tabulates $D_b$ on a grid can pass to another subtraction point by computing $n+1$ integrals that do not depend on $z$, provided that the spectral density satisfies the integrability condition and that the grid and both subtraction points stay off the cut. The grid itself need not be integrated again.

The identity also gives a consistency test for the kernels and their prefactors. If both sides use the same quadrature nodes and weights, they agree up to rounding even when the quadrature is poor, because the integrands agree at each $s$. Such a test therefore says nothing about quadrature error.

## Cancelling the denominator s − z

**Convergence.** A point $a$ off the cut has a distance of at least $\delta>0$ from every $s>s_0$: take $\delta=|\operatorname{Im}a|$ if $a$ is not real, and $\delta=s_0-\operatorname{Re}a$ if $\operatorname{Re}a<s_0$. Hence

$$|s|\le|s-a|+|a|\le K_a|s-a|,\qquad K_a=1+\frac{|a|}{\delta}.$$

For $i+j=n+2$ this gives

$$\left|\frac{\rho(s)}{(s-a)^i(s-b)^j}\right|\le K_a^iK_b^j\,\frac{|\rho(s)|}{s^{n+2}} .$$

With $z$ in place of $b$ and exponents $n+1$ and $1$, the bound covers $D_a$; $D_b$ is treated in the same way. With exponents $i+1$ and $n-i+1$, it covers the coefficients of the polynomial.

**Algebra.** Put $x=(z-a)/(s-a)$ and $y=(z-b)/(s-b)$. Then

$$x-y=\frac{(z-a)(s-b)-(z-b)(s-a)}{(s-a)(s-b)}=\frac{(b-a)(s-z)}{(s-a)(s-b)} .$$

The difference of the two kernels is $(x^{n+1}-y^{n+1})/(s-z)$. Since $x^{n+1}-y^{n+1}=(x-y)\sum_{i=0}^n x^iy^{n-i}$, the factor $s-z$ cancels and leaves

$$(b-a)\sum_{i=0}^n\frac{(z-a)^i(z-b)^{n-i}}{(s-a)^{i+1}(s-b)^{n-i+1}} .$$

**Integration.** Multiply by $\rho(s)$ and integrate the finite sum term by term. Each term carries the power $i+(n-i)=n$ in $z$, which bounds the degree.

## The identity in Lean

```lean
import Mathlib

open MeasureTheory Set Polynomial

namespace SubtractedDispersion

noncomputable section

/-- The complex plane without the cut `[s0, ∞)`. -/
def CutPlane (s0 : ℝ) : Set ℂ := {z | z.im ≠ 0 ∨ z.re < s0}

/-- The dispersion integral with `n + 1` subtractions at the point `a`, evaluated at `z`. -/
def dispersive (rho : ℝ → ℂ) (s0 : ℝ) (n : ℕ) (a z : ℂ) : ℂ :=
  (z - a) ^ (n + 1) * ∫ s in Ioi s0, rho s / (((s : ℂ) - a) ^ (n + 1) * ((s : ℂ) - z))

/-- The polynomial built from the spectral density and the two subtraction points `a` and `b`. -/
def counterterm (rho : ℝ → ℂ) (s0 : ℝ) (n : ℕ) (a b : ℂ) : ℂ[X] :=
  ∑ i ∈ Finset.range (n + 1),
    C ((b - a) * ∫ s in Ioi s0,
      rho s / (((s : ℂ) - a) ^ (i + 1) * ((s : ℂ) - b) ^ (n - i + 1))) *
      ((X - C a) ^ i * (X - C b) ^ (n - i))

/-- A point off the cut differs from every real `s` above `s0`. -/
theorem sub_ne_zero_of_cutPlane {s0 s : ℝ} {a : ℂ} (ha : a ∈ CutPlane s0) (hs : s0 < s) :
    (s : ℂ) - a ≠ 0 := by
  intro h
  have e : a = (s : ℂ) := (sub_eq_zero.mp h).symm
  subst e
  rcases ha with h1 | h1
  · exact h1 (Complex.ofReal_im s)
  · have h2 : s < s0 := by simpa using h1
    linarith

/-- For real `s` above `s0`, `|s|` is bounded by a constant times the distance of `s` from a fixed
point off the cut. -/
theorem energy_le_distance {s0 : ℝ} {a : ℂ} (ha : a ∈ CutPlane s0) :
    ∃ K : ℝ, 0 < K ∧ ∀ s : ℝ, s0 < s → ‖(s : ℂ)‖ ≤ K * ‖(s : ℂ) - a‖ := by
  -- the point `a` has a positive distance from the cut
  obtain ⟨δ, hδ, h⟩ : ∃ δ : ℝ, 0 < δ ∧ ∀ s : ℝ, s0 < s → δ ≤ ‖(s : ℂ) - a‖ := by
    rcases ha with h | h
    · refine ⟨|a.im|, abs_pos.mpr h, fun s _ => ?_⟩
      have h1 := Complex.abs_im_le_norm ((s : ℂ) - a)
      simpa using h1
    · refine ⟨s0 - a.re, by linarith, fun s hs => ?_⟩
      have h1 := (le_abs_self _).trans (Complex.abs_re_le_norm ((s : ℂ) - a))
      have h2 : ((s : ℂ) - a).re = s - a.re := by simp
      rw [h2] at h1
      linarith
  refine ⟨1 + ‖a‖ / δ, by positivity, fun s hs => ?_⟩
  have hd := h s hs
  have h1 : ‖(s : ℂ)‖ ≤ ‖(s : ℂ) - a‖ + ‖a‖ := by
    have h3 := norm_add_le ((s : ℂ) - a) a
    rwa [sub_add_cancel] at h3
  have h2 : ‖a‖ ≤ ‖a‖ / δ * ‖(s : ℂ) - a‖ := by
    calc ‖a‖ = ‖a‖ / δ * δ := (div_mul_cancel₀ _ hδ.ne').symm
      _ ≤ ‖a‖ / δ * ‖(s : ℂ) - a‖ := by gcongr
  linarith

/-- If `rho(s) / s^N` is integrable above threshold, it stays so when the `N` powers of `s`
are shifted to two points off the cut. -/
theorem integrable_shifted {rho : ℝ → ℂ} {s0 : ℝ} (hs0 : 0 < s0) {N i j : ℕ}
    (h : IntegrableOn (fun s : ℝ => rho s / (s : ℂ) ^ N) (Ioi s0)) (hN : i + j = N)
    {a b : ℂ} (ha : a ∈ CutPlane s0) (hb : b ∈ CutPlane s0) :
    IntegrableOn (fun s : ℝ => rho s / (((s : ℂ) - a) ^ i * ((s : ℂ) - b) ^ j)) (Ioi s0) := by
  obtain ⟨K, hK, hKa⟩ := energy_le_distance ha
  obtain ⟨L, hL, hLb⟩ := energy_le_distance hb
  have hc : ∀ (c : ℂ) (k : ℕ), Measurable (fun s : ℝ => ((s : ℂ) - c) ^ k) :=
    fun c k => (Complex.measurable_ofReal.sub_const c).pow_const k
  have hq : Measurable (fun s : ℝ =>
      (s : ℂ) ^ N / (((s : ℂ) - a) ^ i * ((s : ℂ) - b) ^ j)) :=
    (Complex.measurable_ofReal.pow_const N).div ((hc a i).mul (hc b j))
  -- the ratio of the two denominators is a bounded factor
  have hP : IntegrableOn (fun s : ℝ => rho s / (s : ℂ) ^ N *
      ((s : ℂ) ^ N / (((s : ℂ) - a) ^ i * ((s : ℂ) - b) ^ j))) (Ioi s0) := by
    refine Integrable.mono' (h.norm.const_mul (K ^ i * L ^ j))
      (h.aestronglyMeasurable.mul hq.aestronglyMeasurable)
      (ae_restrict_of_forall_mem measurableSet_Ioi fun s hs => ?_)
    have h1 := hKa s hs
    have h2 := hLb s hs
    rw [norm_mul, mul_comm]
    refine mul_le_mul_of_nonneg_right ?_ (norm_nonneg _)
    rw [norm_div, norm_mul, norm_pow, norm_pow, norm_pow]
    refine div_le_of_le_mul₀ (by positivity) (by positivity) ?_
    calc ‖(s : ℂ)‖ ^ N = ‖(s : ℂ)‖ ^ i * ‖(s : ℂ)‖ ^ j := by rw [← hN, pow_add]
      _ ≤ (K * ‖(s : ℂ) - a‖) ^ i * (L * ‖(s : ℂ) - b‖) ^ j := by gcongr
      _ = K ^ i * L ^ j * (‖(s : ℂ) - a‖ ^ i * ‖(s : ℂ) - b‖ ^ j) := by ring
  refine hP.congr_fun (fun s hs => ?_) measurableSet_Ioi
  have hpos : 0 < s := hs0.trans hs
  have hne : (s : ℂ) ^ N ≠ 0 := pow_ne_zero _ (Complex.ofReal_ne_zero.mpr hpos.ne')
  beta_reduce
  rw [div_mul_div_comm, mul_comm (rho s), mul_div_mul_left _ _ hne]

/-- The difference of two subtracted dispersion kernels is a polynomial in `z`: the
denominator `s - z` cancels. -/
theorem kernel_difference (n : ℕ) {s a b z : ℂ} (ha : s - a ≠ 0) (hb : s - b ≠ 0)
    (hz : s - z ≠ 0) :
    (z - a) ^ (n + 1) / ((s - a) ^ (n + 1) * (s - z)) -
      (z - b) ^ (n + 1) / ((s - b) ^ (n + 1) * (s - z)) =
    (b - a) * ∑ i ∈ Finset.range (n + 1),
      (z - a) ^ i * (z - b) ^ (n - i) / ((s - a) ^ (i + 1) * (s - b) ^ (n - i + 1)) := by
  have g := (Commute.all ((z - a) / (s - a)) ((z - b) / (s - b))).geom_sum₂_mul (n + 1)
  simp only [add_tsub_cancel_right] at g
  have hxy : (z - a) / (s - a) - (z - b) / (s - b) =
      (b - a) * (s - z) / ((s - a) * (s - b)) := by
    field_simp
    ring
  calc _ = (((z - a) / (s - a)) ^ (n + 1) - ((z - b) / (s - b)) ^ (n + 1)) / (s - z) := by
        rw [div_pow, div_pow, sub_div, div_div, div_div]
    _ = _ := by
        rw [← g, hxy, Finset.mul_sum, Finset.sum_mul, Finset.sum_div]
        refine Finset.sum_congr rfl fun i _ => ?_
        generalize n - i = m
        rw [div_pow, div_pow]
        field_simp
        ring

/-- The counterterm polynomial has degree at most `n`. -/
theorem counterterm_natDegree_le (rho : ℝ → ℂ) (s0 : ℝ) (n : ℕ) (a b : ℂ) :
    (counterterm rho s0 n a b).natDegree ≤ n := by
  refine natDegree_sum_le_of_forall_le _ _ fun i hi => ?_
  have hi' := Finset.mem_range.mp hi
  refine (natDegree_C_mul_le _ _).trans (natDegree_mul_le.trans ?_)
  simp only [natDegree_pow, natDegree_X_sub_C]
  omega

/-- Moving the subtraction point from `b` to `a` changes the dispersion integral by the counterterm,
a polynomial of degree at most `n` in `z`. -/
theorem dispersive_sub_dispersive {rho : ℝ → ℂ} {s0 : ℝ} (hs0 : 0 < s0) {n : ℕ}
    (h : IntegrableOn (fun s : ℝ => rho s / (s : ℂ) ^ (n + 2)) (Ioi s0))
    {a b : ℂ} (ha : a ∈ CutPlane s0) (hb : b ∈ CutPlane s0) :
    (counterterm rho s0 n a b).natDegree ≤ n ∧ ∀ z ∈ CutPlane s0,
      dispersive rho s0 n a z - dispersive rho s0 n b z =
        (counterterm rho s0 n a b).eval z := by
  refine ⟨counterterm_natDegree_le rho s0 n a b, fun z hz => ?_⟩
  have hD : ∀ c ∈ CutPlane s0, IntegrableOn (fun s : ℝ =>
      rho s / (((s : ℂ) - c) ^ (n + 1) * ((s : ℂ) - z))) (Ioi s0) := fun c hc => by
    simpa only [pow_one] using
      integrable_shifted hs0 h (i := n + 1) (j := 1) (by omega) hc hz
  have hI : ∀ i ∈ Finset.range (n + 1), IntegrableOn (fun s : ℝ =>
      ((b - a) * ((z - a) ^ i * (z - b) ^ (n - i))) *
        (rho s / (((s : ℂ) - a) ^ (i + 1) * ((s : ℂ) - b) ^ (n - i + 1)))) (Ioi s0) := by
    intro i hi
    have hi' := Finset.mem_range.mp hi
    exact (integrable_shifted hs0 h (by omega) ha hb).const_mul _
  -- write the counterterm as one integral over the spectrum
  have hE : (counterterm rho s0 n a b).eval z = ∑ i ∈ Finset.range (n + 1),
      ∫ s in Ioi s0, ((b - a) * ((z - a) ^ i * (z - b) ^ (n - i))) *
        (rho s / (((s : ℂ) - a) ^ (i + 1) * ((s : ℂ) - b) ^ (n - i + 1))) := by
    simp only [counterterm, Polynomial.eval_finsetSum, eval_mul, eval_C, eval_pow, eval_sub, eval_X]
    refine Finset.sum_congr rfl fun i _ => ?_
    rw [integral_const_mul]
    ring
  rw [hE, ← MeasureTheory.integral_finsetSum _ hI]
  unfold dispersive
  rw [← integral_const_mul, ← integral_const_mul,
    ← integral_sub ((hD a ha).const_mul _) ((hD b hb).const_mul _)]
  -- compare the integrands by the kernel identity
  refine setIntegral_congr_fun measurableSet_Ioi fun s hs => ?_
  have k := kernel_difference n (sub_ne_zero_of_cutPlane ha hs)
    (sub_ne_zero_of_cutPlane hb hs) (sub_ne_zero_of_cutPlane hz hs)
  calc _ = rho s * ((z - a) ^ (n + 1) / (((s : ℂ) - a) ^ (n + 1) * ((s : ℂ) - z)) -
        (z - b) ^ (n + 1) / (((s : ℂ) - b) ^ (n + 1) * ((s : ℂ) - z))) := by ring
    _ = _ := by
        rw [k, Finset.mul_sum, Finset.mul_sum]
        refine Finset.sum_congr rfl fun i _ => ?_
        ring

/-- The amplitudes of the form "dispersion integral plus a polynomial of degree at most `n`"
are the same for any two subtraction points off the cut. -/
theorem normalization_family_iff {rho : ℝ → ℂ} {s0 : ℝ} (hs0 : 0 < s0) {n : ℕ}
    (h : IntegrableOn (fun s : ℝ => rho s / (s : ℂ) ^ (n + 2)) (Ioi s0))
    {a b : ℂ} (ha : a ∈ CutPlane s0) (hb : b ∈ CutPlane s0) (F : ℂ → ℂ) :
    (∃ P : ℂ[X], P.natDegree ≤ n ∧
        ∀ z ∈ CutPlane s0, F z = dispersive rho s0 n a z + P.eval z) ↔
      ∃ P : ℂ[X], P.natDegree ≤ n ∧
        ∀ z ∈ CutPlane s0, F z = dispersive rho s0 n b z + P.eval z := by
  have key : ∀ c ∈ CutPlane s0, ∀ d ∈ CutPlane s0,
      (∃ P : ℂ[X], P.natDegree ≤ n ∧
        ∀ z ∈ CutPlane s0, F z = dispersive rho s0 n c z + P.eval z) →
      ∃ P : ℂ[X], P.natDegree ≤ n ∧
        ∀ z ∈ CutPlane s0, F z = dispersive rho s0 n d z + P.eval z := by
    rintro c hc d hd ⟨P, hP, hF⟩
    obtain ⟨hdeg, heq⟩ := dispersive_sub_dispersive hs0 h hc hd
    refine ⟨P + counterterm rho s0 n c d,
      (natDegree_add_le _ _).trans (max_le hP hdeg), fun z hz => ?_⟩
    rw [hF z hz, eval_add, ← heq z hz]
    ring
  exact ⟨key a ha b hb, key b hb a ha⟩

/-- With a single subtraction, moving the subtraction point changes the dispersion integral
by a constant, given by an integral over the spectral density. -/
theorem once_subtracted {rho : ℝ → ℂ} {s0 : ℝ} (hs0 : 0 < s0)
    (h : IntegrableOn (fun s : ℝ => rho s / (s : ℂ) ^ 2) (Ioi s0))
    {a b z : ℂ} (ha : a ∈ CutPlane s0) (hb : b ∈ CutPlane s0) (hz : z ∈ CutPlane s0) :
    dispersive rho s0 0 a z - dispersive rho s0 0 b z =
      (b - a) * ∫ s in Ioi s0, rho s / (((s : ℂ) - a) * ((s : ℂ) - b)) := by
  rw [(dispersive_sub_dispersive (n := 0) hs0 h ha hb).2 z hz]
  simp [counterterm]

end

end SubtractedDispersion
```

```lean
#print axioms SubtractedDispersion.dispersive_sub_dispersive
#print axioms SubtractedDispersion.normalization_family_iff
#print axioms SubtractedDispersion.once_subtracted
```

```
'SubtractedDispersion.dispersive_sub_dispersive' depends on axioms: [propext, Classical.choice, Quot.sound]
'SubtractedDispersion.normalization_family_iff' depends on axioms: [propext, Classical.choice, Quot.sound]
'SubtractedDispersion.once_subtracted' depends on axioms: [propext, Classical.choice, Quot.sound]
```

## From the kernel identity to the theorem

`energy_le_distance` supplies the constant $K_a$, and `integrable_shifted` turns it into convergence. It writes the shifted integrand as $\rho(s)/s^N$ times a bounded ratio and applies domination through `Integrable.mono'`. `sub_ne_zero_of_cutPlane` shows that the denominators do not vanish for $s>s_0$.

`kernel_difference` is the algebraic step; `geom_sum₂_mul` is the factorization of $x^{n+1}-y^{n+1}$. `counterterm_natDegree_le` bounds the degree term by term. `dispersive_sub_dispersive` then writes the polynomial as one integral over the spectrum and compares integrands at each $s$.

`normalization_family_iff` adds the counterterm to a given polynomial to pass from one subtraction point to the other, and `once_subtracted` sets $n=0$.

## What the hypotheses cover, and where they stop

`CutPlane s0` contains the complex numbers that are non-real or have real part below $s_0$, so real subtraction points below threshold are included. `dispersive rho s0 n a z` is $D_a(z)$, without a factor $1/\pi$; a code that uses this factor absorbs it into $\rho$. `counterterm` is the polynomial, an element of `ℂ[X]`.

The hypothesis `IntegrableOn` limits the growth of the spectral density at high energy, which fixes how many subtractions are enough, and it excludes non-integrable singularities at threshold or at finite $s$. It is assumed here and not derived from a field theory. The condition $s_0>0$ stands for a spectrum that starts at a positive threshold, which leaves out cuts that begin at zero.

The main theorem states the degree bound and the equality for every $z$ off the cut. `normalization_family_iff` says that the functions of the form "$D_a$ plus a polynomial of degree at most $n$" are the same family for every admissible $a$. The $n+1$ coefficients of the polynomial are left free. Choosing $D_a$ itself sets them all to zero for the subtraction point $a$; other input, such as renormalization conditions or measured values, can fix them differently. The theorems do not say which polynomial is physical, nor that a given amplitude obeys a dispersion relation.

Values on the cut are not covered. A code that evaluates at $z=s+i\varepsilon$ with a fixed $\varepsilon>0$ is within the theorem, while the limit $\varepsilon\to0$ is a separate matter. The statement concerns exact integrals and gives no bound on quadrature or rounding errors.

The spectrum could also be modelled by a positive measure on $(s_0,\infty)$ in place of the density $\rho$. That version would include sharp levels, such as bound-state poles, once $s_0$ is placed below the lowest of them, and the same kernel identity would carry the argument. It would exclude the complex and sign-changing densities that the present version allows.
